# Three-particle cyclic exchanges connect two permutations exactly when their signs agree

The theorem `reachable_threeCycles_iff` concerns permutations of a finite set of particle labels, changed step by step by cyclic exchanges of three particles. It says that a permutation `τ` can be reached from `σ` by finitely many such exchanges, possibly none, if and only if the two have the same sign. The statement is purely combinatorial: no Hamiltonian or statistical weight enters. The attempt uses the preceding theorem to turn reachability into the condition that `τ * σ⁻¹` lies in the group generated by the three-cycles. That group is the alternating group, so the condition says that `τ * σ⁻¹` is even, which is to say that the signs agree.

As first written in Lean, the proof fails:

```lean
import Mathlib

open Equiv Equiv.Perm

namespace ReachableThreeCyclesIff

noncomputable section

variable {α : Type*} [Fintype α] [DecidableEq α]

/-- The permutation `τ` can be reached from `σ` by finitely many updates, each of which
multiplies the current permutation by a move from the set `M`. -/
def Reachable (M : Set (Perm α)) (σ τ : Perm α) : Prop :=
  Relation.ReflTransGen (fun p q => ∃ m ∈ M, q = m * p) σ τ

/-- The move set consisting of all cyclic exchanges of three particles. -/
def threeCycles : Set (Perm α) := {m | m.IsThreeCycle}

omit [Fintype α] [DecidableEq α] in
/-- If every move can be undone by a move, `τ` is reachable from `σ` exactly when `τ σ⁻¹` lies
in the group generated by the moves. -/
theorem reachable_iff_mem_closure {M : Set (Perm α)} (hM : ∀ m ∈ M, m⁻¹ ∈ M) (σ τ : Perm α) :
    Reachable M σ τ ↔ τ * σ⁻¹ ∈ Subgroup.closure M := by
  constructor
  · intro h
    unfold Reachable at h
    induction h with
    | refl => rw [mul_inv_cancel]; exact one_mem _
    | tail _ hs ih =>
      obtain ⟨m, hm, rfl⟩ := hs
      rw [mul_assoc]
      exact mul_mem (Subgroup.subset_closure hm) ih
  · intro hg
    -- every group element can be applied, and undone, by a chain of moves
    have key : ∀ g ∈ Subgroup.closure M, ∀ p : Perm α,
        Reachable M p (g * p) ∧ Reachable M (g * p) p := by
      intro g hg
      induction hg using Subgroup.closure_induction with
      | mem m hm =>
        intro p
        exact ⟨Relation.ReflTransGen.single ⟨m, hm, rfl⟩,
          Relation.ReflTransGen.single ⟨m⁻¹, hM m hm, (inv_mul_cancel_left m p).symm⟩⟩
      | one =>
        intro p
        rw [one_mul]
        exact ⟨Relation.ReflTransGen.refl, Relation.ReflTransGen.refl⟩
      | mul a b _ _ ha hb =>
        intro p
        rw [mul_assoc]
        exact ⟨Relation.ReflTransGen.trans (hb p).1 (ha (b * p)).1,
          Relation.ReflTransGen.trans (ha (b * p)).2 (hb p).2⟩
      | inv a _ ha =>
        intro p
        have h := ha (a⁻¹ * p)
        rw [mul_inv_cancel_left] at h
        exact ⟨h.2, h.1⟩
    have h := (key _ hg σ).1
    rwa [inv_mul_cancel_right] at h

/-- Three-cycle updates connect two permutations exactly when they have the same sign. -/
theorem reachable_threeCycles_iff (σ τ : Perm α) :
    Reachable threeCycles σ τ ↔ sign σ = sign τ := by
  have hc : Subgroup.closure (threeCycles : Set (Perm α)) = alternatingGroup α :=
    closure_three_cycles_eq_alternating
  rw [reachable_iff_mem_closure (fun m hm => IsThreeCycle.inv hm), hc, mem_alternatingGroup,
    map_mul, map_inv, mul_inv_eq_one]
  exact eq_comm

end

end ReachableThreeCyclesIff
```

Lean reports:

```
Main.lean:65:6: error: Tactic `rewrite` failed: Did not find an occurrence of the pattern
  Reachable (fun m => m⁻¹.cycleType = {3}) ?σ ?τ
in the target expression
  Reachable threeCycles σ τ ↔ sign σ = sign τ

α : Type u_1
inst✝¹ : Fintype α
inst✝ : DecidableEq α
σ τ : Perm α
hc : Subgroup.closure threeCycles = alternatingGroup α
⊢ Reachable threeCycles σ τ ↔ sign σ = sign τ
```

As a diff, the version that Lean accepts:

```diff
@@ -63,6 +63,8 @@
   have hc : Subgroup.closure (threeCycles : Set (Perm α)) = alternatingGroup α :=
     closure_three_cycles_eq_alternating
-  rw [reachable_iff_mem_closure (fun m hm => IsThreeCycle.inv hm), hc, mem_alternatingGroup,
-    map_mul, map_inv, mul_inv_eq_one]
+  have hinv : ∀ m ∈ (threeCycles : Set (Perm α)), m⁻¹ ∈ (threeCycles : Set (Perm α)) :=
+    fun m hm => IsThreeCycle.inv hm
+  rw [reachable_iff_mem_closure hinv, hc, mem_alternatingGroup, map_mul, map_inv,
+    mul_inv_eq_one]
   exact eq_comm
 
```

What went wrong. The first rewrite fails because Lean has inferred the wrong description of the move set. In `reachable_iff_mem_closure` the set `M` is implicit, and here only the proof `fun m hm => IsThreeCycle.inv hm` is there to determine it. Lean settled on `fun m => m⁻¹.cycleType = {3}`, the permutations whose inverse is a three-cycle.

Mathematically this is the same set as `threeCycles`, since a permutation is a three-cycle exactly when its inverse is. But `rw` looks for the pattern as it is written, up to limited unfolding, and doesn't prove two sets equal in order to find a match. The goal contains `Reachable threeCycles σ τ`, so the pattern isn't found.

The repair first states closure under inverses as `hinv`, with `threeCycles` named on both sides. The proof is the same function as before, but its type is now fixed in advance. Passing `hinv` to the theorem makes `M` equal to `threeCycles`, and the left-hand side then matches the goal. The remaining rewrites are unchanged apart from the line break.
